# Soft-photon slicing and subtraction differ by at most a linear term in the cutoff for emission functions with a linear bound at zero energy

The integral of a soft-photon spectrum f(x)/x diverges at zero photon energy when f(0) ≠ 0, and a finite prediction needs the virtual correction; the modelling choice here is to represent that correction only by what it leaves behind once the divergence has cancelled. The variable x is the photon's energy fraction, between 0 and 1, and f(x) is a real emission function that already includes the weight of the observable. Slicing cuts the integral at x = d and puts f(0) ln d in place of the emission below d and the virtual correction taken together. Subtraction removes f(0) from f(x) and integrates down to x = 0.

That the virtual and unresolved real photons of a QED calculation combine to f(0) ln d as d → 0, up to constants common to both methods, is put into the definitions and not derived. At finite d the combination also holds a remainder that slicing drops, and this remainder is the cutoff error studied below.

```lean
import Mathlib

open MeasureTheory Set Filter Topology

namespace SoftPhotonSlicing

noncomputable section
```

In Lean, f is a function on all reals, but only its values on [0, 1] matter. `Real.log` is the natural logarithm, and `∫ x in d..1` is the ordinary integral from d to 1. The sliced result is

S(d) = ∫_d^1 f(x)/x dx + f(0) ln d.

```lean
/-- Phase-space slicing with cutoff `d`, for `0 < d ≤ 1`: the hard emission integral over
`[d, 1]` plus the soft term `f 0 * log d`. -/
def sliced (f : ℝ → ℝ) (d : ℝ) : ℝ :=
  (∫ x in d..1, f x / x) + f 0 * Real.log d
```

The subtracted result has no cutoff:

R = ∫_0^1 (f(x) − f(0))/x dx.

```lean
/-- The subtracted emission integral: the soft limit `f 0` is removed from `f x` before
dividing by the energy fraction `x`, for `0 < x ≤ 1`; the single point `x = 0` has no weight. -/
def subtracted (f : ℝ → ℝ) : ℝ :=
  ∫ x in (0 : ℝ)..1, (f x - f 0) / x
```

Parts (a) to (d) assume that f is continuous on [0, 1] (`hf`) and that a constant L exists with

|f(x) − f(0)| ≤ L x for 0 ≤ x ≤ 1 (`hL`).

Physically, the emission function, observable included, approaches its soft limit at least linearly in the photon energy. Continuity excludes observables with a sharp cut that makes f jump inside [0, 1]. L is this constant, not the large logarithm that often carries the letter in radiative corrections.

## (a) A finite subtracted integral

Show that the subtracted integrand is absolutely integrable down to zero energy:

∫_0^1 |f(x) − f(0)|/x dx < ∞.

**Solution.** For 0 < x ≤ 1 the quotient is continuous, and

|f(x) − f(0)|/x ≤ L x/x = L.

A bounded continuous function on (0, 1] is integrable, and the single point x = 0 carries no weight.

Lean gives a non-integrable function the integral 0, so this property, `IntervalIntegrable`, needs its own proof. Continuity supplies measurability (`hc`), and `Integrable.mono'` makes the comparison with the constant L.

```lean
/-- If `f` is continuous on `[0, 1]` and `|f x - f 0| ≤ L x` there, the subtracted integrand
is integrable down to zero photon energy. -/
theorem subtracted_integrable {f : ℝ → ℝ} {L : ℝ} (hf : ContinuousOn f (Icc 0 1))
    (hL : ∀ x ∈ Icc (0 : ℝ) 1, |f x - f 0| ≤ L * x) :
    IntervalIntegrable (fun x => (f x - f 0) / x) volume 0 1 := by
  rw [intervalIntegrable_iff_integrableOn_Ioc_of_le zero_le_one]
  have hc : ContinuousOn (fun x => (f x - f 0) / x) (Ioc 0 1) :=
    ((hf.mono Ioc_subset_Icc_self).sub continuousOn_const).div continuousOn_id
      (fun x hx => hx.1.ne')
  -- the integrand is bounded by the constant `L`
  refine Integrable.mono' (g := fun _ => L) (integrable_const L)
    (hc.aestronglyMeasurable measurableSet_Ioc) ?_
  refine (ae_restrict_iff' measurableSet_Ioc).2 (Eventually.of_forall fun x hx => ?_)
  rw [Real.norm_eq_abs, abs_div, abs_of_pos hx.1, div_le_iff₀ hx.1]
  exact hL x ⟨hx.1.le, hx.2⟩
```

## (b) The difference is a soft integral

For 0 < d ≤ 1, show that the two results differ exactly by the subtracted integral below the cutoff:

R − S(d) = ∫_0^d (f(x) − f(0))/x dx.

**Solution.** Above the cutoff the two terms can be integrated separately:

∫_d^1 (f(x) − f(0))/x dx = ∫_d^1 f(x)/x dx − f(0)(ln 1 − ln d) = S(d).

Splitting R at d gives

R = ∫_0^d (f(x) − f(0))/x dx + S(d),

which is the claim.

The step `hs` is the calculation above the cutoff; `i1` and `i2` justify separating its terms. The split at d is `integral_add_adjacent_intervals`, with integrability on both sides taken from (a).

```lean
/-- For `f` continuous on `[0, 1]` with `|f x - f 0| ≤ L x` there, and `0 < d ≤ 1`, the
subtracted result minus the sliced one is the subtracted integral over the soft region `[0, d]`. -/
theorem subtracted_sub_sliced {f : ℝ → ℝ} {L d : ℝ} (hf : ContinuousOn f (Icc 0 1))
    (hL : ∀ x ∈ Icc (0 : ℝ) 1, |f x - f 0| ≤ L * x) (hd : 0 < d) (hd1 : d ≤ 1) :
    subtracted f - sliced f d = ∫ x in (0 : ℝ)..d, (f x - f 0) / x := by
  have hi := subtracted_integrable hf hL
  have hsoft : IntervalIntegrable (fun x => (f x - f 0) / x) volume 0 d := by
    apply hi.mono_set
    rw [uIcc_of_le hd.le, uIcc_of_le zero_le_one]
    exact Icc_subset_Icc_right hd1
  have hhard : IntervalIntegrable (fun x => (f x - f 0) / x) volume d 1 := by
    apply hi.mono_set
    rw [uIcc_of_le hd1, uIcc_of_le zero_le_one]
    exact Icc_subset_Icc_left hd.le
  have i1 : IntervalIntegrable (fun x => f x / x) volume d 1 := by
    apply ContinuousOn.intervalIntegrable
    rw [uIcc_of_le hd1]
    exact (hf.mono (Icc_subset_Icc_left hd.le)).div continuousOn_id
      (fun x hx => (hd.trans_le hx.1).ne')
  have i2 : IntervalIntegrable (fun x => f 0 * (1 / x)) volume d 1 := by
    apply ContinuousOn.intervalIntegrable
    rw [uIcc_of_le hd1]
    exact continuousOn_const.mul (continuousOn_const.div continuousOn_id
      (fun x hx => (hd.trans_le hx.1).ne'))
  -- above the cutoff the subtraction term integrates to the logarithm
  have hs : ∫ x in d..1, (f x - f 0) / x = sliced f d := by
    have e : (fun x => (f x - f 0) / x) = fun x => f x / x - f 0 * (1 / x) := by
      funext x
      ring
    rw [e, intervalIntegral.integral_sub i1 i2, intervalIntegral.integral_const_mul,
      integral_one_div_of_pos hd one_pos, Real.log_div one_ne_zero hd.ne', Real.log_one]
    unfold sliced
    ring
  have hadd := intervalIntegral.integral_add_adjacent_intervals hsoft hhard
  unfold subtracted
  linarith
```

## (c) An error linear in the cutoff

For 0 < d ≤ 1, bound the slicing error:

|S(d) − R| ≤ L d.

**Solution.** By (b) the error is the size of an integral over an interval of length d. By (a) its integrand is at most L in absolute value, so the integral is at most L d.

Continuity alone does not give a linear error. Take f(x) = 1 + √x. Then R = 2 and S(d) = 2 − 2√d, so the error is 2√d, which exceeds C d for any fixed C > 0 once d < 4/C². The two results still converge to each other in this example; only the rate is lost.

In the proof, `h` is the pointwise bound and `norm_integral_le_of_norm_le_const` multiplies it by the length of the interval.

```lean
/-- For `f` continuous on `[0, 1]` with `|f x - f 0| ≤ L x` there, slicing at a cutoff
`0 < d ≤ 1` differs from subtraction by at most `L d`. -/
theorem abs_sliced_sub_subtracted_le {f : ℝ → ℝ} {L d : ℝ} (hf : ContinuousOn f (Icc 0 1))
    (hL : ∀ x ∈ Icc (0 : ℝ) 1, |f x - f 0| ≤ L * x) (hd : 0 < d) (hd1 : d ≤ 1) :
    |sliced f d - subtracted f| ≤ L * d := by
  rw [abs_sub_comm, subtracted_sub_sliced hf hL hd hd1]
  have h : ∀ x ∈ uIoc 0 d, ‖(f x - f 0) / x‖ ≤ L := by
    intro x hx
    rw [uIoc_of_le hd.le] at hx
    rw [Real.norm_eq_abs, abs_div, abs_of_pos hx.1, div_le_iff₀ hx.1]
    exact hL x ⟨hx.1.le, hx.2.trans hd1⟩
  have h2 := intervalIntegral.norm_integral_le_of_norm_le_const h
  rwa [Real.norm_eq_abs, sub_zero, abs_of_pos hd] at h2
```

## (d) The limit of vanishing cutoff

Show that slicing reproduces subtraction when the cutoff is removed:

S(d) → R as d → 0⁺.

**Solution.** For 0 < d ≤ 1, part (c) gives

0 ≤ |S(d) − R| ≤ L d,

and the right-hand side tends to zero.

The filter `𝓝[>] 0` expresses the approach from positive d. The squeeze is `squeeze_zero'`, and `filter_upwards` restricts attention to cutoffs in (0, 1], where (c) applies.

```lean
/-- For `f` continuous on `[0, 1]` with `|f x - f 0| ≤ L x` there, the sliced result tends to
the subtracted one as the cutoff goes to zero from above. -/
theorem tendsto_sliced {f : ℝ → ℝ} {L : ℝ} (hf : ContinuousOn f (Icc 0 1))
    (hL : ∀ x ∈ Icc (0 : ℝ) 1, |f x - f 0| ≤ L * x) :
    Tendsto (sliced f) (𝓝[>] 0) (𝓝 (subtracted f)) := by
  rw [tendsto_iff_norm_sub_tendsto_zero]
  have hc : Continuous (fun d : ℝ => L * d) := by fun_prop
  have hlim : Tendsto (fun d : ℝ => L * d) (𝓝[>] 0) (𝓝 0) :=
    (hc.tendsto' 0 0 (by simp)).mono_left nhdsWithin_le_nhds
  refine squeeze_zero' (Eventually.of_forall fun d => norm_nonneg _) ?_ hlim
  filter_upwards [Ioc_mem_nhdsGT (zero_lt_one' ℝ)] with d hd
  exact abs_sliced_sub_subtracted_le hf hL hd.1 hd.2
```

## (e) An emission function that reaches the bound

Let f(x) = c + L x with real constants c and L. For 0 < d ≤ 1, show that

R − S(d) = L d.

**Solution.** Here f(0) = c, so (f(x) − f(0))/x = L for x > 0. By (b),

R − S(d) = ∫_0^d L dx = L d.

For L ≥ 0 this f satisfies the hypothesis of (c) with the same L, so the constant in that bound cannot be lowered in general.

The theorem also allows negative L, which is why the proof uses |L| when it invokes (b). It then replaces the integrand by the constant L away from x = 0.

```lean
/-- For the linear emission function `c + L x` and a cutoff `0 < d ≤ 1`, the subtracted result minus
the sliced one is exactly `L d`. -/
theorem linear_slicing_error (c L : ℝ) {d : ℝ} (hd : 0 < d) (hd1 : d ≤ 1) :
    subtracted (fun x => c + L * x) - sliced (fun x => c + L * x) d = L * d := by
  have hf : ContinuousOn (fun x : ℝ => c + L * x) (Icc 0 1) := by fun_prop
  have hL : ∀ x ∈ Icc (0 : ℝ) 1, |(c + L * x) - (c + L * 0)| ≤ |L| * x := by
    intro x hx
    have e : (c + L * x) - (c + L * 0) = L * x := by ring
    rw [e, abs_mul, abs_of_nonneg hx.1]
  rw [subtracted_sub_sliced hf hL hd hd1]
  -- away from `x = 0` the integrand is the constant `L`
  have h : ∫ x in (0 : ℝ)..d, ((c + L * x) - (c + L * 0)) / x = ∫ _x in (0 : ℝ)..d, L := by
    refine intervalIntegral.integral_congr_ae (Eventually.of_forall fun x hx => ?_)
    rw [uIoc_of_le hd.le] at hx
    rw [div_eq_iff hx.1.ne']
    ring
  rw [h, intervalIntegral.integral_const, smul_eq_mul]
  ring
```

## (f) Removing the leading cutoff error

Suppose now that f is continuous on [0, 1] and has a known slope s at the soft end, with a quadratic remainder:

|f(x) − f(0) − s x| ≤ M x² for 0 ≤ x ≤ 1.

For 0 < d ≤ 1, show that

|S(d) + s d − R| ≤ M d²/2.

**Solution.** Setting x = 1 shows M ≥ 0. Since x² ≤ x on [0, 1],

|f(x) − f(0)| ≤ |s| x + M x² ≤ (|s| + M) x,

so (b) applies. Subtracting s d = ∫_0^d s dx from it gives

R − S(d) − s d = ∫_0^d (f(x) − f(0) − s x)/x dx.

The integrand is at most M x in absolute value, and ∫_0^d M x dx = M d²/2.

In Lean, `hL` is the derived linear bound, `hrem` the integral identity and `hb` the bound by M x.

For Monte Carlo work with a one-variable spectrum of this kind, the correction s d turns a cutoff error of order d into one of order d²; statistical errors are a separate matter.

```lean
/-- If `f` is continuous on `[0, 1]` and `|f x - f 0 - s x| ≤ M x ^ 2` there, then for a cutoff
`0 < d ≤ 1` adding `s d` to the sliced result leaves an error of at most `M d ^ 2 / 2`. -/
theorem improved_slicing {f : ℝ → ℝ} {s M d : ℝ} (hf : ContinuousOn f (Icc 0 1))
    (hM : ∀ x ∈ Icc (0 : ℝ) 1, |f x - f 0 - s * x| ≤ M * x ^ 2) (hd : 0 < d) (hd1 : d ≤ 1) :
    |sliced f d + s * d - subtracted f| ≤ M * d ^ 2 / 2 := by
  have hM0 : 0 ≤ M := by
    have h := (abs_nonneg _).trans (hM 1 ⟨zero_le_one, le_refl 1⟩)
    linarith
  -- the quadratic remainder implies a linear bound
  have hL : ∀ x ∈ Icc (0 : ℝ) 1, |f x - f 0| ≤ (|s| + M) * x := by
    intro x hx
    have h1 := abs_add_le (f x - f 0 - s * x) (s * x)
    rw [sub_add_cancel, abs_mul, abs_of_nonneg hx.1] at h1
    have h2 : M * x ^ 2 ≤ M * x :=
      mul_le_mul_of_nonneg_left (by nlinarith [hx.1, hx.2]) hM0
    linarith [hM x hx]
  have hi : IntervalIntegrable (fun x => (f x - f 0) / x) volume 0 d := by
    apply (subtracted_integrable hf hL).mono_set
    rw [uIcc_of_le hd.le, uIcc_of_le zero_le_one]
    exact Icc_subset_Icc_right hd1
  have hrem : ∫ x in (0 : ℝ)..d, ((f x - f 0) / x - s)
      = subtracted f - (sliced f d + s * d) := by
    rw [intervalIntegral.integral_sub hi intervalIntegrable_const,
      ← subtracted_sub_sliced hf hL hd hd1, intervalIntegral.integral_const, smul_eq_mul]
    ring
  have hg : IntervalIntegrable (fun x : ℝ => M * x) volume 0 d :=
    Continuous.intervalIntegrable (by fun_prop) 0 d
  have hb : ∀ x ∈ Ioc 0 d, ‖(f x - f 0) / x - s‖ ≤ M * x := by
    intro x hx
    have e : (f x - f 0) / x - s = (f x - f 0 - s * x) / x := by
        rw [sub_div (f x - f 0) (s * x) x, mul_div_cancel_right₀ s hx.1.ne']
    rw [e, Real.norm_eq_abs, abs_div, abs_of_pos hx.1, div_le_iff₀ hx.1]
    linarith [hM x ⟨hx.1.le, hx.2.trans hd1⟩, mul_assoc M x x, sq x, congrArg (M * ·) (sq x)]
  have h := intervalIntegral.norm_integral_le_of_norm_le hd.le
    (Eventually.of_forall hb) hg
  rw [hrem, intervalIntegral.integral_const_mul, integral_id, Real.norm_eq_abs,
    abs_sub_comm] at h
  linarith

end

end SoftPhotonSlicing
```

```lean
#print axioms SoftPhotonSlicing.tendsto_sliced
-- 'SoftPhotonSlicing.tendsto_sliced' depends on axioms: [propext, Classical.choice, Quot.sound]
#print axioms SoftPhotonSlicing.linear_slicing_error
-- 'SoftPhotonSlicing.linear_slicing_error' depends on axioms: [propext, Classical.choice, Quot.sound]
#print axioms SoftPhotonSlicing.improved_slicing
-- 'SoftPhotonSlicing.improved_slicing' depends on axioms: [propext, Classical.choice, Quot.sound]
```
